# The longitudinal–transverse splitting $4\pi\mu^2/V$ of a triply degenerate Frenkel exciton with macroscopic dipole coupling

The coupling between molecules enters here as a given function of the wavevector, not as a lattice sum. For a nonzero wavevector $k\in\mathbb R^3$ and cell volume $V$, it is the dipole tensor

$$T(k)_{ab}=\frac{4\pi}{V}\left(\frac{k_ak_b}{|k|^2}-\frac{\delta_{ab}}{3}\right).$$

This is the long-wavelength coupling of point dipoles on a cubic lattice with one molecule per cell, in Gaussian units and without retardation. The first term comes from the macroscopic field of the polarisation wave, the second from the Lorentz local-field correction. A molecular excitation of energy $E_0$, with three degenerate transition dipoles of magnitude $\mu$ along the axes, then has the polarisation Hamiltonian $H(k)=E_0+\mu^2T(k)$ in the Heitler–London approximation, which drops the coupling terms that create or destroy two excitations at once. Any environmental shift of the molecular level that is independent of $k$ and of the polarisation is included in $E_0$.

For $V>0$ and $\mu\neq0$, its eigenstates are one longitudinal exciton at $E_0+8\pi\mu^2/(3V)$ and a plane of transverse ones at $E_0-4\pi\mu^2/(3V)$.

## Projecting the eigenvalue equation on the wavevector

On a polarisation $v$ the tensor acts as

$$T(k)v=\frac{4\pi}{V}\frac{k\cdot v}{|k|^2}\,k-\frac{4\pi}{3V}\,v .$$

Its trace is $(4\pi/V)(1-3\cdot\tfrac13)=0$. Now let $T(k)v=tv$ with $v\neq0$.

- If $k\cdot v=0$, only the second term survives, and $t=-4\pi/(3V)$.
- If $k\cdot v\neq0$, the scalar product with $k$ gives $\frac{4\pi}{V}(1-\frac13)\,k\cdot v=t\,k\cdot v$, so $t=8\pi/(3V)$. Putting this back gives $\frac{4\pi}{V}v=\frac{4\pi}{V}\frac{k\cdot v}{|k|^2}k$, so $v$ is parallel to $k$.

Conversely, $v=ck$ and any $v\perp k$ satisfy the equation with these values.

For $\mu\neq0$, $Hv=Ev$ is equivalent to $Tv=\frac{E-E_0}{\mu^2}v$, which gives the exciton energies. Their difference is $\frac{8\pi\mu^2}{3V}+\frac{4\pi\mu^2}{3V}=\frac{4\pi\mu^2}{V}$.

The condition on $\mu$ matters. With $\mu=0$, $k=(1,0,0)$ and $v=(1,1,0)$, we have $Hv=E_0v$, although $v$ is neither parallel nor orthogonal to $k$.

Finally, $T(sk)=T(k)$ for $s\neq0$, because $s^2$ cancels. Approaching $k=0$ along $x$ gives $T_{xx}=8\pi/(3V)$, and along $y$ it gives $-4\pi/(3V)$, so there is no limit. Within this point-dipole model with $\mu\neq0$, the limiting Hamiltonian and its polarisations therefore depend on the direction of approach, although the two exciton energies are the same for every direction.

## The tensor and Hamiltonian as real matrices

```lean
import Mathlib

open Matrix Filter
open scoped Real Topology

namespace FrenkelExcitonSplitting

noncomputable section
```

Wavevectors and polarisations are real triples, `Fin 3 → ℝ`. The square $|k|^2$ is written `k ⬝ᵥ k`, since the built-in norm on this type is the maximum norm.

```lean
/-- The macroscopic dipole tensor `(4π/V)(k kᵀ/|k|² - 1/3)` for cell volume `V ≠ 0` and
wavevector `k ≠ 0`. -/
def dipoleTensor (V : ℝ) (k : Fin 3 → ℝ) : Matrix (Fin 3) (Fin 3) ℝ :=
  Matrix.of fun a b => 4 * π / V * (k a * k b / (k ⬝ᵥ k) - if a = b then 1 / 3 else 0)
```

The Hamiltonian adds a multiple of the identity. Complex polarisations, several molecules per cell and charge-transfer states are not represented.

```lean
/-- The Hamiltonian of a triply degenerate Frenkel exciton with molecular energy `E₀` and
transition dipole `μ`, acting on polarisation vectors, for `V ≠ 0` and `k ≠ 0`. -/
def excitonHamiltonian (E₀ μ V : ℝ) (k : Fin 3 → ℝ) : Matrix (Fin 3) (Fin 3) ℝ :=
  E₀ • (1 : Matrix (Fin 3) (Fin 3) ℝ) + μ ^ 2 • dipoleTensor V k
```

## Action, trace and spectrum of the tensor

The action formula is checked component by component.

```lean
/-- The dipole tensor acts on a polarisation `v` by a projection on the wavevector and an
isotropic shift. -/
theorem dipoleTensor_mulVec (V : ℝ) (k v : Fin 3 → ℝ) :
    dipoleTensor V k *ᵥ v =
      (4 * π / V * ((k ⬝ᵥ v) / (k ⬝ᵥ k))) • k - (4 * π / (3 * V)) • v := by
  have hs : k ⬝ᵥ v = k 0 * v 0 + k 1 * v 1 + k 2 * v 2 := by
    simp [dotProduct, Fin.sum_univ_three]
  unfold dipoleTensor
  rw [hs]
  generalize k ⬝ᵥ k = q
  ext a
  fin_cases a <;> simp [Matrix.mulVec, dotProduct, Fin.sum_univ_three] <;> ring
```

For the trace, `hk` ensures that $|k|^2$ can be cancelled.

```lean
/-- The dipole tensor is traceless for every nonzero wavevector. -/
theorem dipoleTensor_trace (V : ℝ) {k : Fin 3 → ℝ} (hk : k ≠ 0) :
    (dipoleTensor V k).trace = 0 := by
  have hq : k ⬝ᵥ k ≠ 0 := fun h => hk (dotProduct_self_eq_zero.1 h)
  have hs : k 0 * k 0 + k 1 * k 1 + k 2 * k 2 = k ⬝ᵥ k := by
    simp [dotProduct, Fin.sum_univ_three]
  have h1 : (k ⬝ᵥ k) * (k ⬝ᵥ k)⁻¹ = 1 := mul_inv_cancel₀ hq
  simp only [Matrix.trace, Matrix.diag_apply, dipoleTensor, Matrix.of_apply,
    Fin.sum_univ_three, ↓reduceIte]
  linear_combination (4 * π / V * (k ⬝ᵥ k)⁻¹) * hs + (4 * π / V) * h1
```

The spectrum is an equivalence: the eigenvalue equation on the left, the two physical cases on the right. The proof splits on `k ⬝ᵥ v = 0`, as above. In the longitudinal case `hd` is the projected equation, `ht` the eigenvalue and `h2` the equation that fixes the direction.

```lean
/-- For `V > 0` and `k ≠ 0`, a nonzero vector is an eigenvector of the dipole tensor exactly
when it is parallel to `k`, with eigenvalue `8π/(3V)`, or orthogonal to `k`, with eigenvalue
`-4π/(3V)`. -/
theorem dipoleTensor_spectrum {V t : ℝ} {k v : Fin 3 → ℝ} (hV : 0 < V) (hk : k ≠ 0)
    (hv : v ≠ 0) :
    dipoleTensor V k *ᵥ v = t • v ↔
      (t = 8 * π / (3 * V) ∧ ∃ c : ℝ, v = c • k) ∨
      (t = -(4 * π / (3 * V)) ∧ k ⬝ᵥ v = 0) := by
  have hq : k ⬝ᵥ k ≠ 0 := fun h => hk (dotProduct_self_eq_zero.1 h)
  have hA : 4 * π / V ≠ 0 := by positivity
  rw [dipoleTensor_mulVec]
  constructor
  · intro h
    by_cases hp : k ⬝ᵥ v = 0
    · -- a transverse vector feels only the isotropic part
      right
      refine ⟨?_, hp⟩
      rw [hp, zero_div, mul_zero, zero_smul, zero_sub] at h
      have h0 : (t + 4 * π / (3 * V)) • v = 0 := by
        linear_combination (norm := module) (-1 : ℝ) • h
      have h1 := (smul_eq_zero.1 h0).resolve_right hv
      linear_combination h1
    · -- projecting on `k` fixes the eigenvalue, which then fixes the direction
      left
      have hd := congrArg (fun w => k ⬝ᵥ w) h
      simp only [dotProduct_sub, dotProduct_smul, smul_eq_mul] at hd
      have hpq : (k ⬝ᵥ v) / (k ⬝ᵥ k) * (k ⬝ᵥ k) = k ⬝ᵥ v := div_mul_cancel₀ _ hq
      have ht : t = 8 * π / (3 * V) := by
        apply mul_right_cancel₀ hp
        linear_combination -hd + (4 * π / V) * hpq
      refine ⟨ht, (k ⬝ᵥ v) / (k ⬝ᵥ k), ?_⟩
      rw [ht] at h
      have h2 : (4 * π / V) • v = (4 * π / V) • (((k ⬝ᵥ v) / (k ⬝ᵥ k)) • k) := by
        linear_combination (norm := module) (-1 : ℝ) • h
      exact smul_right_injective (Fin 3 → ℝ) hA h2
  · rintro (⟨ht, c, hc⟩ | ⟨ht, hp⟩)
    · have hcq : (k ⬝ᵥ v) / (k ⬝ᵥ k) = c := by
        rw [hc, dotProduct_smul, smul_eq_mul, mul_div_assoc, div_self hq, mul_one]
      rw [hcq, ht, hc]
      module
    · rw [hp, ht]
      module
```

## Exciton energies and their splitting

```lean
/-- The exciton Hamiltonian adds the molecular energy to the dipole coupling. -/
theorem excitonHamiltonian_mulVec (E₀ μ V : ℝ) (k v : Fin 3 → ℝ) :
    excitonHamiltonian E₀ μ V k *ᵥ v = E₀ • v + μ ^ 2 • (dipoleTensor V k *ᵥ v) := by
  simp only [excitonHamiltonian, Matrix.add_mulVec, Matrix.smul_mulVec, Matrix.one_mulVec]
```

In the next proof, `key` is the shift and rescaling of the energy, while `hL` and `hT` translate the two eigenvalues.

```lean
/-- For `V > 0`, `μ ≠ 0` and `k ≠ 0`, the exciton eigenstates are the longitudinal one at
`E₀ + 8πμ²/(3V)` and the transverse ones at `E₀ - 4πμ²/(3V)`, and no others. -/
theorem exciton_spectrum {E₀ μ V E : ℝ} {k v : Fin 3 → ℝ} (hV : 0 < V) (hμ : μ ≠ 0)
    (hk : k ≠ 0) (hv : v ≠ 0) :
    excitonHamiltonian E₀ μ V k *ᵥ v = E • v ↔
      (E = E₀ + 8 * π * μ ^ 2 / (3 * V) ∧ ∃ c : ℝ, v = c • k) ∨
      (E = E₀ - 4 * π * μ ^ 2 / (3 * V) ∧ k ⬝ᵥ v = 0) := by
  have hm : μ ^ 2 ≠ 0 := pow_ne_zero 2 hμ
  have hc : μ ^ 2 * ((E - E₀) / μ ^ 2) = E - E₀ := by field_simp
  -- shift and rescale the energy to reach the dipole tensor
  have key : excitonHamiltonian E₀ μ V k *ᵥ v = E • v ↔
      dipoleTensor V k *ᵥ v = ((E - E₀) / μ ^ 2) • v := by
    rw [excitonHamiltonian_mulVec]
    constructor
    · intro h
      have h2 : μ ^ 2 • (dipoleTensor V k *ᵥ v) = μ ^ 2 • (((E - E₀) / μ ^ 2) • v) := by
        rw [smul_smul, hc]
        linear_combination (norm := module) h
      exact smul_right_injective (Fin 3 → ℝ) hm h2
    · intro h
      rw [h, smul_smul, hc]
      module
  have hL : (E - E₀) / μ ^ 2 = 8 * π / (3 * V) ↔ E = E₀ + 8 * π * μ ^ 2 / (3 * V) := by
    rw [div_eq_iff hm]
    constructor <;> intro h <;> linear_combination h
  have hT : (E - E₀) / μ ^ 2 = -(4 * π / (3 * V)) ↔ E = E₀ - 4 * π * μ ^ 2 / (3 * V) := by
    rw [div_eq_iff hm]
    constructor <;> intro h <;> linear_combination h
  rw [key, dipoleTensor_spectrum hV hk hv, hL, hT]
```

The splitting theorem takes a longitudinal energy `EL` and a transverse energy `ET` at the same $k$, and states their difference multiplied by $V$. Its proof projects each eigenvalue equation on its own polarisation. Both polarisations must be nonzero, but $V\neq0$ suffices in place of $V>0$, and $\mu=0$ is allowed.

```lean
/-- For `V ≠ 0`, the energies of a longitudinal and a transverse exciton with the same nonzero
wavevector differ by `4πμ²/V`. -/
theorem longitudinal_transverse_splitting {E₀ μ V EL ET : ℝ} {k v : Fin 3 → ℝ} (hV : V ≠ 0)
    (hk : k ≠ 0) (hv : v ≠ 0) (hkv : k ⬝ᵥ v = 0)
    (hL : excitonHamiltonian E₀ μ V k *ᵥ k = EL • k)
    (hT : excitonHamiltonian E₀ μ V k *ᵥ v = ET • v) :
    (EL - ET) * V = 4 * π * μ ^ 2 := by
  have hq : k ⬝ᵥ k ≠ 0 := fun h => hk (dotProduct_self_eq_zero.1 h)
  have hr : v ⬝ᵥ v ≠ 0 := fun h => hv (dotProduct_self_eq_zero.1 h)
  rw [excitonHamiltonian_mulVec, dipoleTensor_mulVec] at hL hT
  rw [div_self hq] at hL
  rw [hkv, zero_div] at hT
  -- project each eigenvalue equation on its own polarisation
  have dL := congrArg (fun w => k ⬝ᵥ w) hL
  have dT := congrArg (fun w => v ⬝ᵥ w) hT
  simp only [dotProduct_add, dotProduct_sub, dotProduct_smul, smul_eq_mul] at dL dT
  have eL : EL = E₀ + μ ^ 2 * (8 * π / (3 * V)) := by
    apply mul_right_cancel₀ hq
    linear_combination -dL
  have eT : ET = E₀ - μ ^ 2 * (4 * π / (3 * V)) := by
    apply mul_right_cancel₀ hr
    linear_combination -dT
  have h1 : V * V⁻¹ = 1 := mul_inv_cancel₀ hV
  linear_combination V * eL - V * eT + (4 * π * μ ^ 2) * h1
```

## Dependence on direction as the wavevector vanishes

```lean
/-- The dipole tensor depends on the wavevector only through its axis: rescaling `k` by a
nonzero factor leaves it unchanged. -/
theorem dipoleTensor_smul (V : ℝ) {s : ℝ} (hs : s ≠ 0) (k : Fin 3 → ℝ) :
    dipoleTensor V (s • k) = dipoleTensor V k := by
  ext a b
  have h : s * k a * (s * k b) / (s * (s * (k ⬝ᵥ k))) = k a * k b / (k ⬝ᵥ k) := by
    rw [show s * k a * (s * k b) = (s * s) * (k a * k b) by ring,
      show s * (s * (k ⬝ᵥ k)) = (s * s) * (k ⬝ᵥ k) by ring,
      mul_div_mul_left _ _ (mul_ne_zero hs hs)]
  simp only [dipoleTensor, Matrix.of_apply, smul_dotProduct, dotProduct_smul, smul_eq_mul,
    Pi.smul_apply, h]
```

The filter `𝓝[≠] 0` describes $k\to0$ with $k\neq0$, so the value Lean assigns to the tensor at $k=0$ plays no part. The step `ray` shows that a limit `L` would equal the tensor on every ray; `h1` and `h2` compute the $xx$ component on the $x$ and $y$ axes, and the two values contradict each other.

```lean
/-- For `V > 0`, the dipole tensor has no limit as the wavevector tends to zero. -/
theorem dipoleTensor_no_limit {V : ℝ} (hV : 0 < V) :
    ¬ ∃ L, Tendsto (dipoleTensor V) (𝓝[≠] 0) (𝓝 L) := by
  rintro ⟨L, hL⟩
  -- along each ray the tensor is constant, so a limit would equal its value there
  have ray : ∀ k : Fin 3 → ℝ, k ≠ 0 → L = dipoleTensor V k := by
    intro k hk
    have hc : Continuous fun s : ℝ => s • k := by fun_prop
    have hr : Tendsto (fun s : ℝ => s • k) (𝓝[≠] 0) (𝓝[≠] 0) := by
      refine tendsto_nhdsWithin_iff.2
        ⟨(hc.tendsto' 0 0 (by simp)).mono_left nhdsWithin_le_nhds, ?_⟩
      filter_upwards [self_mem_nhdsWithin] with s hs
      exact smul_ne_zero hs hk
    refine tendsto_nhds_unique (hL.comp hr) (tendsto_const_nhds.congr' ?_)
    filter_upwards [self_mem_nhdsWithin] with s hs
    exact (dipoleTensor_smul V hs k).symm
  have hx : (![1, 0, 0] : Fin 3 → ℝ) ≠ 0 := fun h => by simpa using congrFun h 0
  have hy : (![0, 1, 0] : Fin 3 → ℝ) ≠ 0 := fun h => by simpa using congrFun h 1
  have hxx : (![1, 0, 0] : Fin 3 → ℝ) ⬝ᵥ ![1, 0, 0] = 1 := by
    simp [dotProduct, Fin.sum_univ_three]
  have h1 : dipoleTensor V ![1, 0, 0] 0 0 = 4 * π / V * (2 / 3) := by
    change 4 * π / V * ((1 : ℝ) * 1 / ((![1, 0, 0] : Fin 3 → ℝ) ⬝ᵥ ![1, 0, 0]) -
      if (0 : Fin 3) = 0 then 1 / 3 else 0) = _
    rw [hxx, if_pos rfl]
    ring
  have h2 : dipoleTensor V ![0, 1, 0] 0 0 = 4 * π / V * (-1 / 3) := by
    change 4 * π / V * ((0 : ℝ) * 0 / ((![0, 1, 0] : Fin 3 → ℝ) ⬝ᵥ ![0, 1, 0]) -
      if (0 : Fin 3) = 0 then 1 / 3 else 0) = _
    rw [if_pos rfl]
    ring
  have hA : 0 < 4 * π / V := by positivity
  rw [← ray _ hx] at h1
  rw [← ray _ hy] at h2
  linarith

end

end FrenkelExcitonSplitting
```

```lean
#print axioms FrenkelExcitonSplitting.dipoleTensor_trace
#print axioms FrenkelExcitonSplitting.exciton_spectrum
#print axioms FrenkelExcitonSplitting.longitudinal_transverse_splitting
#print axioms FrenkelExcitonSplitting.dipoleTensor_no_limit
```

```
'FrenkelExcitonSplitting.dipoleTensor_trace' depends on axioms: [propext, Classical.choice, Quot.sound]
'FrenkelExcitonSplitting.exciton_spectrum' depends on axioms: [propext, Classical.choice, Quot.sound]
'FrenkelExcitonSplitting.longitudinal_transverse_splitting' depends on axioms: [propext, Classical.choice, Quot.sound]
'FrenkelExcitonSplitting.dipoleTensor_no_limit' depends on axioms: [propext, Classical.choice, Quot.sound]
```
